# Ratio bound for plane-wave coefficients in a nonzero cosine potential, with a cutoff and d_n − E ≥ 2|V|

A cosine potential couples each plane wave to its two neighbours, so the eigenvalue equation is a three-term recurrence, and the rows by themselves do not bound c_n in terms of c_(n−1) alone; a boundary condition is added. Here it is a basis cutoff at the far end of the chain: the coefficients c_n are indexed by all integers, only the rows K ≤ n ≤ M are imposed, and c_(M+1) = 0. With a nonzero coupling V and diagonal energies d_n at least 2|V| above the energy E on these rows, the result is

|c_n| ≤ |V| |c_(n−1)| / (d_n − E − |V|)   for K ≤ n ≤ M.

For one particle in one dimension and a potential with a single Fourier amplitude, this bounds coefficients at the upper end of a truncated plane-wave calculation, each relative to its inner neighbour. The distance to the untruncated solution is not treated.

## A finite window of rows

Take ħ = m = 1, a Bloch wave number k, a nonzero reciprocal lattice vector G, and

ψ(x) = Σ_n c_n exp(i(k + nG)x),
U(x) = V exp(iGx) + V* exp(−iGx),

with V* the complex conjugate of V. U is a cosine of amplitude 2|V|, equal to 2V cos(Gx) for real V. Collecting the coefficient of exp(i(k + nG)x) in Hψ gives

(Hc)_n = d_n c_n + V c_(n−1) + V* c_(n+1),   d_n = (k + nG)²/2.

This reduction is built into the definitions and not derived in Lean. The field `𝕜` with `RCLike 𝕜` covers real and complex V and c_n, and `‖·‖` is the modulus.

```lean
import Mathlib

open ComplexConjugate

namespace CosinePotentialDecay

noncomputable section

variable {𝕜 : Type*} [RCLike 𝕜]
```

`hamiltonian` is the row formula with an arbitrary real diagonal `d`.

```lean
/-- Plane-wave Hamiltonian with diagonal energies `d n` and a potential with a single
Fourier amplitude `V` that couples neighbouring plane waves. -/
def hamiltonian (d : ℤ → ℝ) (V : 𝕜) (c : ℤ → 𝕜) (n : ℤ) : 𝕜 :=
  (d n : 𝕜) * c n + V * c (n - 1) + conj V * c (n + 1)
```

`SolvesTail` joins the row equations and the cutoff. Rows below K are not imposed, so E need not be an eigenvalue of a whole matrix, and no normalisation enters. For K > M there is no row to bound.

```lean
/-- The coefficients satisfy the rows `K ≤ n ≤ M` of `H c = E c` and vanish at `M + 1`,
just beyond the cutoff. -/
def SolvesTail (d : ℤ → ℝ) (V : 𝕜) (E : ℝ) (c : ℤ → 𝕜) (K M : ℤ) : Prop :=
  (∀ n, K ≤ n → n ≤ M → hamiltonian d V c n = (E : 𝕜) * c n) ∧ c (M + 1) = 0
```

`kinetic` is the free-particle diagonal.

```lean
/-- Kinetic energy `(k + n G)² / 2` of the plane wave with wave number `k + n G`. -/
def kinetic (k G : ℝ) (n : ℤ) : ℝ := (k + n * G) ^ 2 / 2
```

Two explicit real sequences serve as examples at the end.

```lean
/-- The linear ramp `c n = M + 1 - n`. -/
def ramp (M : ℤ) (n : ℤ) : ℝ := (M : ℝ) + 1 - n

/-- The coefficients `-3, 10, -12, 8` at `n = 0, 1, 2, 3`, zero elsewhere. -/
def oscillating (n : ℤ) : ℝ :=
  if n = 0 then -3 else if n = 1 then 10 else if n = 2 then -12 else if n = 3 then 8 else 0
```

## The row equations

Write Δ_n = d_n − E. Row n of Hc = Ec reads

Δ_n c_n = −(V c_(n−1) + V* c_(n+1)).

The triangle inequality and |V*| = |V| give

(A)  |Δ_n| |c_n| ≤ |V| |c_(n−1)| + |V| |c_(n+1)|,

and solving the row for V c_(n−1) first gives

(B)  |V| |c_(n−1)| ≤ |Δ_n| |c_n| + |V| |c_(n+1)|.

The row equations enter the general bounds only through (A) and (B); without them neighbouring coefficients are unrelated. In `row_bound`, `e` is the rearranged row and `e2` the row solved for V c_(n−1). The facts `n1`, `n2`, `n3` split the moduli of the three products, and `norm_add_le` and `norm_sub_le` are the two triangle inequalities.

```lean
variable {d : ℤ → ℝ} {V : 𝕜} {E : ℝ} {c : ℤ → 𝕜} {K M : ℤ}

/-- Two triangle inequalities between the three terms of row `n` of `H c = E c`. -/
theorem row_bound {n : ℤ} (h : hamiltonian d V c n = (E : 𝕜) * c n) :
    |d n - E| * ‖c n‖ ≤ ‖V‖ * ‖c (n - 1)‖ + ‖V‖ * ‖c (n + 1)‖ ∧
    ‖V‖ * ‖c (n - 1)‖ ≤ |d n - E| * ‖c n‖ + ‖V‖ * ‖c (n + 1)‖ := by
  have e : ((d n - E : ℝ) : 𝕜) * c n = -(V * c (n - 1) + conj V * c (n + 1)) := by
    unfold hamiltonian at h
    rw [RCLike.ofReal_sub]
    linear_combination h
  have n1 : ‖((d n - E : ℝ) : 𝕜) * c n‖ = |d n - E| * ‖c n‖ := by
    rw [norm_mul, RCLike.norm_ofReal]
  have n2 : ‖V * c (n - 1)‖ = ‖V‖ * ‖c (n - 1)‖ := norm_mul _ _
  have n3 : ‖conj V * c (n + 1)‖ = ‖V‖ * ‖c (n + 1)‖ := by
    rw [norm_mul, RCLike.norm_conj]
  constructor
  · have t := norm_add_le (V * c (n - 1)) (conj V * c (n + 1))
    have h4 : ‖((d n - E : ℝ) : 𝕜) * c n‖ = ‖V * c (n - 1) + conj V * c (n + 1)‖ := by
      rw [e, norm_neg]
    linarith
  · have e2 : V * c (n - 1) = -(((d n - E : ℝ) : 𝕜) * c n) - conj V * c (n + 1) := by
      linear_combination e
    have t := norm_sub_le (-(((d n - E : ℝ) : 𝕜) * c n)) (conj V * c (n + 1))
    rw [← e2, norm_neg] at t
    linarith
```

## The cutoff c_(M+1) = 0

The cutoff says that plane wave M + 1 is not in the basis. It starts a backward induction for

(C)  |c_(n+1)| ≤ |c_n|   for K − 1 ≤ n ≤ M.

At n = M the left side is zero. For K − 1 ≤ n < M, assume |c_(n+2)| ≤ |c_(n+1)| and use the gap and (A) in row n + 1:

2|V| |c_(n+1)| ≤ Δ_(n+1) |c_(n+1)| ≤ |V| |c_n| + |V| |c_(n+2)| ≤ |V| |c_n| + |V| |c_(n+1)|.

Subtracting |V| |c_(n+1)| and dividing by |V| gives (C). In `tail_antitone`, `key` runs over the distance m = M − n. The case `zero` is where `hs.2`, the cutoff, is consumed. In the case `succ`, `h2`, `hrow` and `h1` are the three inequalities of the chain in that order.

```lean
/-- If `V ≠ 0` and `d n - E ≥ 2 |V|` on the rows `K..M`, the moduli of the coefficients
do not increase from `K - 1` up to `M + 1`. -/
theorem tail_antitone (hs : SolvesTail d V E c K M) (hV : V ≠ 0)
    (hgap : ∀ n, K ≤ n → n ≤ M → 2 * ‖V‖ ≤ d n - E)
    {n : ℤ} (hK : K - 1 ≤ n) (hM : n ≤ M) : ‖c (n + 1)‖ ≤ ‖c n‖ := by
  have hv : 0 < ‖V‖ := norm_pos_iff.mpr hV
  -- backward induction on the distance `m` from the cutoff
  have key : ∀ m : ℕ, ∀ n : ℤ, n + m = M → K - 1 ≤ n → ‖c (n + 1)‖ ≤ ‖c n‖ := by
    intro m
    induction m with
    | zero =>
      intro n h _
      have hn : n = M := by omega
      rw [hn, hs.2, norm_zero]
      exact norm_nonneg _
    | succ m ih =>
      intro n h hn
      have hnext := ih (n + 1) (by omega) (by omega)
      have hg := hgap (n + 1) (by omega) (by omega)
      have hrow := (row_bound (hs.1 (n + 1) (by omega) (by omega))).1
      rw [add_sub_cancel_right, abs_of_nonneg (by linarith)] at hrow
      have h1 := mul_le_mul_of_nonneg_left hnext hv.le
      have h2 := mul_le_mul_of_nonneg_right hg (norm_nonneg (c (n + 1)))
      exact le_of_mul_le_mul_left (by linarith) hv
  exact key (M - n).toNat n (by omega) hK
```

Without the cutoff a growing solution is admitted. This example and the two in the last section use a constant diagonal, which on three or more rows is not the kinetic diagonal (k + nG)²/2 for any G ≠ 0; they test the statements for a general `d` and are not plane-wave calculations. With d = 2, V = −1, E = 0 the sequence c_n = n satisfies every row, 2n = (n − 1) + (n + 1), while the bound at n = 1 would read 1 ≤ 0. This and the other examples that carry no theorem name are arithmetic done in the prose, not statements of the file.

## The coupling V ≠ 0

`hV` says that the potential is present. The derivation divides by |V| at the end of the induction step, which in Lean is `le_of_mul_le_mul_left` applied to `hv : 0 < ‖V‖`. Together with the gap it also makes the denominator positive, since Δ_n − |V| ≥ |V| > 0. For V = 0 the gap condition allows d_n = E; the rows then read 0 = 0 and c_n = 1 is permitted, while the right side of the bound is 0/0, which Lean evaluates to 0.

## The gap d_n − E ≥ 2|V|

The potential has minimum −2|V|, so a classical particle of energy E has kinetic energy at most E + 2|V|. For the kinetic diagonal, `hgap` places the plane waves K..M at or beyond the edge of the classically accessible momenta. As a matrix property, each of these rows of H − E has a diagonal entry at least as large as the sum of the off-diagonal moduli. The condition is assumed for the given E.

Besides opening the chain above, the gap removes the absolute value, |Δ_n| = Δ_n. Inserting (C) in (A),

Δ_n |c_n| ≤ |V| |c_(n−1)| + |V| |c_n|,
(Δ_n − |V|) |c_n| ≤ |V| |c_(n−1)|,

and division by the positive factor is the main bound. In `decay`, `abs_of_nonneg` removes the absolute value, `h1` is (C) times |V|, and `le_div_iff₀` turns the quotient into the second line.

```lean
/-- Main result: if `V ≠ 0` and `d n - E ≥ 2 |V|` on the rows `K..M`, then
`|c n| ≤ |V| |c (n - 1)| / (d n - E - |V|)` on these rows. -/
theorem decay (hs : SolvesTail d V E c K M) (hV : V ≠ 0)
    (hgap : ∀ n, K ≤ n → n ≤ M → 2 * ‖V‖ ≤ d n - E)
    {n : ℤ} (hK : K ≤ n) (hM : n ≤ M) :
    ‖c n‖ ≤ ‖V‖ * ‖c (n - 1)‖ / (d n - E - ‖V‖) := by
  have hv : 0 < ‖V‖ := norm_pos_iff.mpr hV
  have hg := hgap n hK hM
  have hrow := (row_bound (hs.1 n hK hM)).1
  rw [abs_of_nonneg (by linarith)] at hrow
  -- replace the outer neighbour by the coefficient itself
  have h1 := mul_le_mul_of_nonneg_left (tail_antitone hs hV hgap (by omega) hM) hv.le
  rw [le_div_iff₀ (by linarith)]
  linarith
```

Inserting (C) in (B) gives |V| |c_(n−1)| ≤ (Δ_n + |V|) |c_n|, a lower bound under the same hypotheses:

|c_n| ≥ |V| |c_(n−1)| / (Δ_n + |V|).

```lean
/-- Under the same conditions `|c n| ≥ |V| |c (n - 1)| / (d n - E + |V|)`. -/
theorem decay_lower (hs : SolvesTail d V E c K M) (hV : V ≠ 0)
    (hgap : ∀ n, K ≤ n → n ≤ M → 2 * ‖V‖ ≤ d n - E)
    {n : ℤ} (hK : K ≤ n) (hM : n ≤ M) :
    ‖V‖ * ‖c (n - 1)‖ / (d n - E + ‖V‖) ≤ ‖c n‖ := by
  have hv : 0 < ‖V‖ := norm_pos_iff.mpr hV
  have hg := hgap n hK hM
  have hrow := (row_bound (hs.1 n hK hM)).2
  rw [abs_of_nonneg (by linarith)] at hrow
  have h1 := mul_le_mul_of_nonneg_left (tail_antitone hs hV hgap (by omega) hM) hv.le
  rw [div_le_iff₀ (by linarith)]
  linarith
```

Applying the upper bound m times, still with V ≠ 0 and the gap on the rows K..M, gives for a natural number m with K + m − 1 ≤ M

|c_(K+m−1)| ≤ |c_(K−1)| · Π_(j=0..m−1) |V| / (d_(K+j) − E − |V|).

For m = 0 the product is empty and both sides are |c_(K−1)|. The induction step applies `decay` in row K + m, inserts `ih` in the numerator, which needs the sign `hD` of the denominator, and appends the new factor by `Finset.prod_range_succ`.

```lean
/-- After `m` steps within the cutoff, the coefficient is bounded by `|c (K - 1)|` times
the product of the `m` factors `|V| / (d n - E - |V|)`, `n = K, …, K + m - 1`. -/
theorem decay_prod (hs : SolvesTail d V E c K M) (hV : V ≠ 0)
    (hgap : ∀ n, K ≤ n → n ≤ M → 2 * ‖V‖ ≤ d n - E)
    (m : ℕ) (hm : K + m - 1 ≤ M) :
    ‖c (K + m - 1)‖ ≤
      (∏ j ∈ Finset.range m, ‖V‖ / (d (K + j) - E - ‖V‖)) * ‖c (K - 1)‖ := by
  induction m with
  | zero => simp
  | succ m ih =>
    have hv : 0 < ‖V‖ := norm_pos_iff.mpr hV
    have hidx : K + ((m + 1 : ℕ) : ℤ) - 1 = K + m := by omega
    have hg := hgap (K + m) (by omega) (by omega)
    have hD : 0 ≤ d (K + m) - E - ‖V‖ := by linarith
    rw [hidx, Finset.prod_range_succ]
    refine (decay hs hV hgap (by omega) (by omega)).trans ?_
    refine (div_le_div_of_nonneg_right
      (mul_le_mul_of_nonneg_left (ih (by omega)) hv.le) hD).trans (le_of_eq ?_)
    ring
```

## The conditions G ≥ 0 and k + KG ≥ 0

These say that the wave numbers in the window are non-negative and do not decrease with the index. The theorem also admits G = 0, where it is a statement about the recurrence only, since the plane waves then coincide. For j ≥ K,

0 ≤ k + KG ≤ k + jG,   hence   d_K ≤ d_j,

so the gap at row K implies it on all later rows. The row equations, the cutoff and V ≠ 0 are still assumed. In `decay_plane_wave` the ordering of wave numbers is `h1`, which uses `hG`; squaring it is `h2`, which uses `hk`.

```lean
/-- For kinetic energies `(k + n G)² / 2` with `G ≥ 0` and `k + K G ≥ 0`, the condition
`d K - E ≥ 2 |V|` at the first row gives the decay bound on all rows `K..M`. -/
theorem decay_plane_wave {k G : ℝ} (hs : SolvesTail (kinetic k G) V E c K M) (hV : V ≠ 0)
    (hG : 0 ≤ G) (hk : 0 ≤ k + K * G) (hgap : 2 * ‖V‖ ≤ kinetic k G K - E)
    {n : ℤ} (hK : K ≤ n) (hM : n ≤ M) :
    ‖c n‖ ≤ ‖V‖ * ‖c (n - 1)‖ / (kinetic k G n - E - ‖V‖) := by
  refine decay hs hV (fun j hj _ => ?_) hK hM
  -- the kinetic energy grows with the index
  have hj' : (K : ℝ) ≤ j := by exact_mod_cast hj
  have h1 : k + K * G ≤ k + j * G := by
    have := mul_le_mul_of_nonneg_right hj' hG
    linarith
  have h2 := pow_le_pow_left₀ hk h1 2
  unfold kinetic at hgap ⊢
  linarith
```

For an instance take k = 0, G = 2, V = 1, E = 0, K = 1, M = 2, so that d_1 = 2 and d_2 = 8. With c_3 = 0 and c_2 = 1, row 2 gives 8 = −c_1 and row 1 gives −16 = −(c_0 + 1), so (c_0, c_1, c_2) = (15, −8, 1), or (0.881, −0.470, 0.059) after division by √290. Only rows 1 and 2 are imposed: with c_(−1) = 0, row 0 of the unscaled values would read −8 = 0, so these numbers are not an eigenvector of the matrix on n = 0, 1, 2. The lower and upper bounds read 5 ≤ 8 ≤ 15 at n = 1 and 8/9 ≤ 1 ≤ 8/7 at n = 2.

If the window starts at a negative wave number, the diagonal can fall. With k = 0, G = 1, V = 1, E = 0, K = −2, M = −1 one has d_(−2) = 2 and d_(−1) = 1/2, so the gap holds at K only. The values c_(−3) = 0, c_(−2) = 1, c_(−1) = −2, c_0 = 0 solve both rows, and the bound at n = −2 would read 1 ≤ 0.

## Real V and real coefficients

For real data V* = V, and the rows become (d_n − E) c_n = −V (c_(n−1) + c_(n+1)). `solvesTail_real` proves the equivalence, each direction by one `linear_combination`.

```lean
/-- For real data the tail equations read `(d n - E) c n = -V (c (n - 1) + c (n + 1))`
with `c (M + 1) = 0`. -/
theorem solvesTail_real (d : ℤ → ℝ) (V E : ℝ) (c : ℤ → ℝ) (K M : ℤ) :
    SolvesTail d V E c K M ↔
      (∀ n, K ≤ n → n ≤ M → (d n - E) * c n = -V * (c (n - 1) + c (n + 1))) ∧
        c (M + 1) = 0 := by
  constructor
  · rintro ⟨h, h0⟩
    refine ⟨fun n a b => ?_, h0⟩
    have h' : d n * c n + V * c (n - 1) + V * c (n + 1) = E * c n := h n a b
    linear_combination h'
  · rintro ⟨h, h0⟩
    refine ⟨fun n a b => ?_, h0⟩
    have h' : d n * c n + V * c (n - 1) + V * c (n + 1) = E * c n := by
      linear_combination h n a b
    exact h'
```

`decay_real` is the main bound with the recurrence `hrec`, the cutoff `hcut`, `hV` and `hgap` as separate hypotheses and ordinary absolute values. It is `decay` applied through this equivalence.

```lean
/-- The decay bound for real coefficients obeying the three-term recurrence. -/
theorem decay_real {d c : ℤ → ℝ} {V E : ℝ} {K M : ℤ}
    (hrec : ∀ n, K ≤ n → n ≤ M → (d n - E) * c n = -V * (c (n - 1) + c (n + 1)))
    (hcut : c (M + 1) = 0) (hV : V ≠ 0)
    (hgap : ∀ n, K ≤ n → n ≤ M → 2 * |V| ≤ d n - E)
    {n : ℤ} (hK : K ≤ n) (hM : n ≤ M) :
    |c n| ≤ |V| * |c (n - 1)| / (d n - E - |V|) :=
  decay ((solvesTail_real d V E c K M).mpr ⟨hrec, hcut⟩) hV hgap hK hM
```

## The gap at and below 2|V|

At d = 2, V = −1, E = 0 the gap condition holds with equality and the rows read 2c_n = c_(n−1) + c_(n+1). The ramp c_n = M + 1 − n solves them and vanishes at M + 1. The denominator is 1, so the bound is |c_(n−1)| = M + 2 − n, which `decay_witness` shows to be |c_n| + 1 for all n ≤ M. For K = 1, M = 2 the values (3, 2, 1) normalised over n = 0, 1, 2 are (0.802, 0.535, 0.267), and the slack becomes 1/√14 ≈ 0.267.

```lean
/-- The ramp with `d = 2`, `V = -1`, `E = 0` solves the tail equations and meets the gap
condition; the decay bound exceeds `|c n|` by exactly `1` for `n ≤ M`. -/
theorem decay_witness (K M : ℤ) :
    SolvesTail (fun _ => 2) (-1 : ℝ) 0 (ramp M) K M ∧ 2 * |(-1 : ℝ)| ≤ 2 - 0 ∧
      ∀ n, n ≤ M →
        |ramp M n| + 1 = |(-1 : ℝ)| * |ramp M (n - 1)| / (2 - 0 - |(-1 : ℝ)|) := by
  refine ⟨(solvesTail_real _ _ _ _ _ _).mpr ⟨fun n _ _ => ?_, ?_⟩, by norm_num, fun n hn => ?_⟩
  · simp only [ramp]
    push_cast
    ring
  · simp [ramp]
  · have hn' : (n : ℝ) ≤ M := by exact_mod_cast hn
    have e2 : ramp M (n - 1) = (M : ℝ) + 2 - n := by
      unfold ramp
      push_cast
      ring
    have h1 : |ramp M n| = (M : ℝ) + 1 - n := abs_of_nonneg (by unfold ramp; linarith)
    have h2 : |ramp M (n - 1)| = (M : ℝ) + 2 - n := by
      rw [e2]
      exact abs_of_nonneg (by linarith)
    rw [h1, h2, abs_neg, abs_one]
    ring
```

At d = 3/2, V = 1, E = 0 the gap is 3|V|/2. The values (−3, 10, −12, 8) at n = 0, 1, 2, 3, normalised by √317 to (−0.168, 0.562, −0.674, 0.449), satisfy rows 1 to 3:

15 = −(−3 − 12),   −18 = −(10 + 8),   12 = −(−12 + 0).

The denominator 1/2 is still positive, but the bound at n = 1 is 3/(1/2) = 6, below |c_1| = 10. The step that breaks is (C), since |c_2| > |c_1|. `decay_fails_below_threshold` checks the three rows by `interval_cases` and the strict inequality by `norm_num`. It establishes failure at this one gap value; that 2|V| is the smallest admissible threshold is not among the theorems.

```lean
/-- With `d = 3/2`, `V = 1`, `E = 0` the oscillating coefficients solve the rows `1..3`
and violate the decay bound at `n = 1`. -/
theorem decay_fails_below_threshold :
    SolvesTail (fun _ => 3 / 2) (1 : ℝ) 0 oscillating 1 3 ∧
      |(1 : ℝ)| * |oscillating 0| / (3 / 2 - 0 - |(1 : ℝ)|) < |oscillating 1| := by
  refine ⟨(solvesTail_real _ _ _ _ _ _).mpr ⟨fun n h1 h2 => ?_, ?_⟩, ?_⟩
  · interval_cases n <;> norm_num [oscillating]
  · norm_num [oscillating]
  · norm_num [oscillating]

end

end CosinePotentialDecay
```

```lean
#print axioms CosinePotentialDecay.decay
#print axioms CosinePotentialDecay.decay_plane_wave
#print axioms CosinePotentialDecay.decay_real
#print axioms CosinePotentialDecay.decay_fails_below_threshold
```

```
'CosinePotentialDecay.decay' depends on axioms: [propext, Classical.choice, Quot.sound]
'CosinePotentialDecay.decay_plane_wave' depends on axioms: [propext, Classical.choice, Quot.sound]
'CosinePotentialDecay.decay_real' depends on axioms: [propext, Classical.choice, Quot.sound]
'CosinePotentialDecay.decay_fails_below_threshold' depends on axioms: [propext, Classical.choice, Quot.sound]
```
